# The transverse and Coulomb Hertz potentials of a dipole that is zero until \(t=0\) cancel outside the light cone

When a simulation in the Coulomb gauge evaluates the field of one molecular dipole at the position of another molecule, it adds an instantaneous Coulomb contribution to a contribution from the transverse field. The Coulomb contribution appears at the second molecule as soon as the first dipole changes, however far away it is. The sum can respect the speed of light only if the transverse contribution removes this early signal. For a prescribed point dipole in free space that is zero up to \(t=0\), the removal is exact and can be written in closed form with Hertz potentials, from which the fields follow by differentiation.

## A potential with source \(p''(t)/r\) and a finite value at the dipole

Let \(p(t)\) be the dipole moment at time \(t\), and let \(r>0\) be the distance from the dipole. Units are chosen so that the speed of light is 1, and the electrostatic prefactor is absorbed into \(p\). The transverse Hertz potential is

\[
u(r,t)=\frac{p(t-r)-p(t)}{r},
\]

and the instantaneous Coulomb part is \(p(t)/r\). Subscripts \(r\) and \(t\) denote partial derivatives, and primes denote derivatives of \(p\). If \(p\) is twice continuously differentiable and vanishes for \(t\le 0\), then

\[
\frac1r (ru)_{rr}-u_{tt}=\frac{p''(t)}{r}\quad (r>0),
\qquad
\lim_{r\to0^+}u(r,t)=-p'(t),
\]

\[
u(r,t)+\frac{p(t)}{r}=0\quad\text{for } r>0,\ r\ge t .
\]

The operator in the first equation is the wave operator \(\nabla^2-\partial_t^2\) acting on a function of \(r\) and \(t\) alone. For a vector dipole it acts on each Cartesian component.

The source \(p''(t)/r\) is what makes \(u\) a potential for the transverse field. Away from the dipole, the retarded potential \(\Pi=u+p(t)/r\) gives the electric field \(\nabla(\nabla\cdot\Pi)-\Pi_{tt}\), and the Coulomb field is \(\nabla(\nabla\cdot(p(t)/r))\). The difference of the two is

\[
\nabla(\nabla\cdot u)-u_{tt}-\frac{p''(t)}{r}
=\nabla(\nabla\cdot u)-\nabla^2u
=\nabla\times(\nabla\times u),
\]

which has zero divergence. These vector identities are textbook electrodynamics and do not occur in the Lean file.

## Source term, inner grid point and outer boundary of a radial solver

Suppose that a code propagates the transverse potential on a radial grid. With \(w=ru\), the wave equation becomes

\[
w_{rr}-w_{tt}=p''(t).
\]

The source has the same value at every grid point, including points that no light from the dipole has reached. This is the correct source for the transverse part, and restricting it to the interior of the light cone would give a different potential.

At the inner end of the grid, \(w=0\), while \(u\) itself takes the limiting value \(-p'(t)\). The quotient \((p(t-r)-p(t))/r\) is undefined at \(r=0\), so the limit supplies the value there. At very small positive \(r\), evaluating the quotient in floating-point arithmetic subtracts two nearly equal numbers and loses accuracy.

At an outer boundary \(r=R\), the exact solution is \(w(R,t)=-p(t)\) for all \(t\le R\). Setting \(w=0\) there, on the grounds that the light front has not yet arrived, introduces an error that travels inwards from the boundary.

The same formula fixes what a causality check should test. Ahead of the light front, the quantity that has to vanish up to discretisation error is \(w+p(t)\). The transverse part alone equals \(-p(t)/r\) there, which is nonzero whenever \(p(t)\) is nonzero. For a classical point dipole in free space, a transverse potential ahead of the light front is therefore no sign of a fault in the code.

## Retarded terms cancel and the instantaneous source remains

Multiplying \(u\) by \(r\) removes the denominator:

\[
ru(r,t)=p(t-r)-p(t).
\]

The second term does not depend on \(r\). Each radial derivative of the first term brings down a factor \(-1\), so

\[
(ru)_r=-p'(t-r),\qquad (ru)_{rr}=p''(t-r).
\]

For the time derivatives, \(r\) is fixed, and differentiation acts only on \(p\):

\[
u_t=\frac{p'(t-r)-p'(t)}{r},\qquad
u_{tt}=\frac{p''(t-r)-p''(t)}{r}.
\]

The time derivative of the potential of \(p\) is thus the potential of \(p'\), and the second derivative follows by applying this rule twice. Subtraction gives

\[
\frac1r(ru)_{rr}-u_{tt}
=\frac{p''(t-r)}{r}-\frac{p''(t-r)-p''(t)}{r}
=\frac{p''(t)}{r}.
\]

For the value at the dipole, fix \(t\) and define \(g(s)=p(t-s)\). Then

\[
u(r,t)=\frac{g(r)-g(0)}{r}\longrightarrow g'(0)=-p'(t)
\qquad (r\to0^+),
\]

because the quotient is the one-sided difference quotient of \(g\) at zero.

The sum with the Coulomb part is the retarded potential,

\[
u(r,t)+\frac{p(t)}{r}=\frac{p(t-r)}{r}.
\]

If \(r\ge t\), the emission time \(t-r\) is at most zero, where \(p\) vanishes, and so the sum is zero.

The converse also holds. Suppose that the sum vanishes for all \(r>0\) with \(r\ge t\), and take any time \(t\le0\). At distance 1 and time \(t+1\), the condition \(1\ge t+1\) is satisfied, and the sum there is \(p(t)\). Hence \(p(t)=0\). Vanishing of the dipole up to \(t=0\) is therefore equivalent to cancellation on and outside the light cone.

Finally, if \(u(r,t)\) were zero at a point with \(r\ge t\), the cancellation would leave \(p(t)/r=0\). This is impossible when \(p(t)\ne0\).

**Infinite speed of light.** With the speed of light \(c\) restored, the potential is \((p(t-r/c)-p(t))/r\). At fixed \(r>0\) and \(t\), it tends to zero as \(c\to\infty\), because \(p\) is continuous. The sum then tends to \(p(t)/r\). For this prescribed dipole, the limit is the purely instantaneous Coulomb description used in ordinary non-relativistic electronic-structure calculations.

## The Lean file

```lean
import Mathlib

open Filter Topology

namespace TransverseHertzPotential

noncomputable section

variable {E : Type*} [NormedAddCommGroup E] [NormedSpace ℝ E]

/-- The transverse Hertz potential `(p(t - r) - p(t)) / r` of a dipole moment `p`,
in units with `c = 1`. -/
def transverse (p : ℝ → E) (r t : ℝ) : E := r⁻¹ • (p (t - r) - p t)

/-- The instantaneous Coulomb part `p(t) / r`. -/
def coulomb (p : ℝ → E) (r t : ℝ) : E := r⁻¹ • p t

/-- The wave operator on spherically symmetric fields, `(1/r) (r u)_rr - u_tt`. -/
def radialWave (u : ℝ → ℝ → E) (r t : ℝ) : E :=
  r⁻¹ • deriv (deriv (fun s => s • u s t)) r - deriv (deriv (fun τ => u r τ)) t

/-- The radial derivative of `r u` is `-p'(t - r)`. -/
theorem hasDerivAt_radial {p : ℝ → E} (hp : Differentiable ℝ p) (r t : ℝ) :
    HasDerivAt (fun s => s • transverse p s t) (-deriv p (t - r)) r := by
  -- the factor `r` removes the denominator
  have h : (fun s => s • transverse p s t) = fun s => p (t - s) - p t := by
    funext s
    by_cases hs : s = 0
    · simp [hs]
    · simp only [transverse]
      rw [smul_inv_smul₀ hs]
  rw [h]
  exact ((hp (t - r)).hasDerivAt.comp_const_sub t r).sub_const (p t)

/-- The time derivative of the transverse potential of `p` is the transverse potential
of `p'`. -/
theorem hasDerivAt_time {p : ℝ → E} (hp : Differentiable ℝ p) (r t : ℝ) :
    HasDerivAt (fun τ => transverse p r τ) (transverse (deriv p) r t) t := by
  have h1 := (hp (t - r)).hasDerivAt.comp_sub_const t r
  exact (h1.fun_sub (hp t).hasDerivAt).fun_const_smul r⁻¹

/-- For `r > 0` the wave operator applied to the transverse potential, multiplied by `r`,
equals `p''(t)`. -/
theorem wave_equation {p : ℝ → E} (hp : ContDiff ℝ 2 p) {r : ℝ} (hr : 0 < r) (t : ℝ) :
    r • radialWave (transverse p) r t = deriv (deriv p) t := by
  have d1 : Differentiable ℝ p := hp.differentiable (by norm_num)
  have d2 : Differentiable ℝ (deriv p) := hp.differentiable_deriv_two
  -- second radial derivative of `r u`
  have h1 : deriv (fun s => s • transverse p s t) = fun s => -deriv p (t - s) :=
    funext fun s => (hasDerivAt_radial d1 s t).deriv
  have h2 : HasDerivAt (fun s => -deriv p (t - s)) (deriv (deriv p) (t - r)) r :=
    ((d2 (t - r)).hasDerivAt.comp_const_sub t r).fun_neg.congr_deriv (neg_neg _)
  -- second time derivative of `u`
  have h3 : deriv (fun τ => transverse p r τ) = fun τ => transverse (deriv p) r τ :=
    funext fun τ => (hasDerivAt_time d1 r τ).deriv
  have h4 := (hasDerivAt_time d2 r t).deriv
  unfold radialWave
  rw [h1, h2.deriv, h3, h4]
  -- the retarded terms cancel
  simp only [transverse]
  rw [← smul_sub, smul_inv_smul₀ hr.ne', sub_sub_cancel]

/-- At the position of the dipole the transverse potential tends to `-p'(t)`. -/
theorem tendsto_origin {p : ℝ → E} (hp : Differentiable ℝ p) (t : ℝ) :
    Tendsto (fun r => transverse p r t) (𝓝[>] 0) (𝓝 (-deriv p t)) := by
  have h : HasDerivAt (fun s => p (t - s)) (-deriv p (t - 0)) 0 :=
    (hp (t - 0)).hasDerivAt.comp_const_sub t 0
  -- `u` is the difference quotient of `s ↦ p (t - s)` at `s = 0`
  have h' := h.tendsto_slope_zero_right
  simp only [zero_add, sub_zero] at h'
  exact h'

/-- The transverse and Coulomb parts add up to the retarded potential `p(t - r) / r`. -/
theorem transverse_add_coulomb (p : ℝ → E) (r t : ℝ) :
    transverse p r t + coulomb p r t = r⁻¹ • p (t - r) := by
  simp only [transverse, coulomb]
  rw [← smul_add, sub_add_cancel]

/-- The sum of transverse and Coulomb parts vanishes at all `r > 0` with `r ≥ t` if and only
if the dipole moment vanishes at all times `t ≤ 0`. -/
theorem causal_iff (p : ℝ → E) :
    (∀ r t : ℝ, 0 < r → t ≤ r → transverse p r t + coulomb p r t = 0) ↔
      ∀ t ≤ 0, p t = 0 := by
  constructor
  · intro h t ht
    -- observe the emission time `t` at distance one
    have h1 := h 1 (t + 1) one_pos (by linarith)
    rw [transverse_add_coulomb] at h1
    simpa using h1
  · intro h r t _ htr
    rw [transverse_add_coulomb, h (t - r) (by linarith), smul_zero]

/-- For a dipole moment that vanishes for `t ≤ 0`, the transverse potential alone is nonzero
at every `r > 0` with `r ≥ t` if `p(t)` is nonzero. -/
theorem transverse_ne_zero {p : ℝ → E} (h0 : ∀ t ≤ 0, p t = 0) {r t : ℝ}
    (hr : 0 < r) (htr : t ≤ r) (hpt : p t ≠ 0) : transverse p r t ≠ 0 := by
  intro hu
  have h := (causal_iff p).2 h0 r t hr htr
  rw [hu, zero_add] at h
  exact smul_ne_zero (inv_ne_zero hr.ne') hpt h

/-- For a twice continuously differentiable dipole moment that vanishes for `t ≤ 0`, the transverse
Hertz potential obeys the wave equation with source `p''(t) / r` (written here multiplied by `r`) at
every `r > 0`, tends to `-p'(t)` as `r` tends to zero from above, and cancels the Coulomb part at
every `r > 0` with `r ≥ t`. -/
theorem transverse_hertz_potential {p : ℝ → E} (hp : ContDiff ℝ 2 p)
    (h0 : ∀ t ≤ 0, p t = 0) :
    (∀ r t : ℝ, 0 < r → r • radialWave (transverse p) r t = deriv (deriv p) t) ∧
    (∀ t : ℝ, Tendsto (fun r => transverse p r t) (𝓝[>] 0) (𝓝 (-deriv p t))) ∧
    (∀ r t : ℝ, 0 < r → t ≤ r → transverse p r t + coulomb p r t = 0) :=
  ⟨fun _ t hr => wave_equation hp hr t,
    fun t => tendsto_origin (hp.differentiable (by norm_num)) t,
    (causal_iff p).2 h0⟩

end

end TransverseHertzPotential
```

```lean
#print axioms TransverseHertzPotential.transverse_ne_zero
#print axioms TransverseHertzPotential.transverse_hertz_potential
```

```
'TransverseHertzPotential.transverse_ne_zero' depends on axioms: [propext, Classical.choice, Quot.sound]
'TransverseHertzPotential.transverse_hertz_potential' depends on axioms: [propext, Classical.choice, Quot.sound]
```

## How the Lean statements correspond to the physics

The dipole moment is a function `p : ℝ → E`, where `E` is any real normed space. Taking `E` to be three-dimensional Euclidean space gives a vector dipole, and taking it to be `ℝ` gives a single Cartesian component. The symbol `•` is multiplication of a vector by a real number.

The definitions `transverse` and `coulomb` are the two potentials above, with the distance `r` as first argument and the time `t` as second. The definition `radialWave` is the operator \((1/r)(ru)_{rr}-u_{tt}\), built from iterated derivatives.

The final theorem, `transverse_hertz_potential`, has two hypotheses. `ContDiff ℝ 2 p` says that the dipole moment is twice continuously differentiable. `h0` says that it vanishes at all times \(t\le0\), which stands for an emitter without a permanent moment that is excited at \(t=0\). The conclusion has three parts:

- For every `r > 0` and every `t`, \(r\) times the wave operator applied to \(u\) equals \(p''(t)\). Dividing by \(r\) gives the source \(p''(t)/r\). Since `r > 0` is assumed, the two forms are equivalent.
- For every `t`, the potential tends to \(-p'(t)\) as `r` approaches zero through positive values, which is the meaning of `𝓝[>] 0`.
- For every `r > 0` with `t ≤ r`, the transverse and Coulomb parts add up to zero. The light cone \(r=t\) itself is included.

The separate theorems show which hypothesis each part uses. `wave_equation` and `tendsto_origin` do not need the dipole to vanish at early times, and `causal_iff` needs no differentiability.

This separation helps with a molecule that has a constant permanent moment \(p_0\) before \(t=0\). Subtracting \(p_0\) from \(p\) leaves \(u\) unchanged, and the cancellation then applies to the Coulomb part of \(p-p_0\). What remains ahead of the light front is the static potential \(p_0/r\).

## How the proofs follow the calculation

`hasDerivAt_radial` is the first radial derivative. It first rewrites \(s\,u(s,t)\) as \(p(t-s)-p(t)\), treating \(s=0\) separately because the factor \(s\) cannot be cancelled against \(1/s\) there (both sides are then zero), and then applies the chain rule for \(s\mapsto p(t-s)\). `hasDerivAt_time` is the rule that the time derivative of the potential of \(p\) is the potential of \(p'\). Because both lemmas are stated with `HasDerivAt`, they also show that the functions concerned are differentiable.

In `wave_equation`, the steps `h1` and `h2` give the first and second radial derivatives of \(ru\), and `h3` and `h4` give the first and second time derivatives of \(u\). The first derivatives are established as equalities of functions, since a second derivative requires the first one at neighbouring points as well. After these results are inserted, the factor \(r\) cancels \(1/r\), and `sub_sub_cancel` performs the last subtraction,

\[
p''(t-r)-\bigl(p''(t-r)-p''(t)\bigr)=p''(t).
\]

`tendsto_origin` differentiates \(s\mapsto p(t-s)\) at zero and uses `tendsto_slope_zero_right`, which states that difference quotients from the right converge to the derivative. `transverse_add_coulomb` combines the two parts into \(p(t-r)/r\).

The two directions of `causal_iff` are the two arguments given above, with the observation at distance 1 and time \(t+1\) appearing as `h 1 (t + 1)`. `transverse_ne_zero` is the argument by contradiction for the transverse part alone. The final theorem collects the three main results.

## A prescribed point dipole in free space

The theorems concern explicit formulas for a given function \(p\). A code that computes \(p(t)\) from molecular dynamics or from a time-dependent wavefunction can insert the resulting trajectory if it meets the hypotheses, but the reaction of the field on the molecule is not modelled. A moment that is switched on with a jump in \(p\), \(p'\) or \(p''\) does not satisfy the smoothness hypothesis of the final theorem.

The setting is an unbounded vacuum with a single dipole of zero size. Cavities, mirrors, dielectric media and extended charge distributions change the potentials and are not covered. Neither is a field expanded in a finite set of modes, and no bound is given for the error of a grid or a time step.

The wave equation is established for \(r>0\), and the behaviour at the dipole is given by the limit of \(u\) alone. The file does not show that \(u\) is the only solution with these properties. It also works with potentials throughout, so the electric and magnetic fields have to be obtained from them by the usual differentiation.
